# Taken eastward around a circle of latitude, a spin one-half along the field has a Berry phase of minus half the solid angle of the northern cap

When a magnetic field of fixed strength is turned slowly once around a cone, the phase of a spin one-half that follows it is found by adding a geometric term to the dynamical phase. For the spin state along the field direction, and a turn in the sense of increasing azimuth, that term is, up to a multiple of $2\pi$, minus half the solid angle of the cap between the north pole and the circle that the field direction traces on the unit sphere; a turn in the opposite sense reverses its sign. The derivation below treats this case, a loop at constant polar angle.

The direction is $n=(\sin t\cos p,\ \sin t\sin p,\ \cos t)$. Here $t$ is the polar angle, usually written $\theta$, and not time; $p$ is the azimuth, usually $\varphi$, and not momentum.

```lean
import Mathlib

open ComplexConjugate
open Complex (I exp)

namespace SpinHalfBerryPhase

noncomputable section
```

## The spin operator and its eigenvector

The operator is built from the three Pauli matrices.

```lean
/-- The Pauli matrix σx. -/
def sigmaX : Matrix (Fin 2) (Fin 2) ℂ := !![0, 1; 1, 0]

/-- The Pauli matrix σy. -/
def sigmaY : Matrix (Fin 2) (Fin 2) ℂ := !![0, -I; I, 0]

/-- The Pauli matrix σz. -/
def sigmaZ : Matrix (Fin 2) (Fin 2) ℂ := !![1, 0; 0, -1]
```

Weighting them with the Cartesian components of $n$ gives

$$n\cdot\sigma=\begin{pmatrix}\cos t & e^{-ip}\sin t\\ e^{ip}\sin t & -\cos t\end{pmatrix}.$$

```lean
/-- The operator n·σ for the unit vector n with polar angle `t` and azimuth `p`. -/
def spinAlong (t p : ℝ) : Matrix (Fin 2) (Fin 2) ℂ :=
  ((Real.sin t * Real.cos p : ℝ) : ℂ) • sigmaX
    + ((Real.sin t * Real.sin p : ℝ) : ℂ) • sigmaY
    + ((Real.cos t : ℝ) : ℂ) • sigmaZ
```

The state to be carried around the loop is $u(p)=(\cos\tfrac t2,\ e^{ip}\sin\tfrac t2)$. It returns to itself when $p$ grows by $2\pi$. In Lean a spinor is a function `Fin 2 → ℂ`, with components numbered 0 and 1.

```lean
/-- The state (cos(t/2), exp(ip) sin(t/2)). -/
def spinUp (t p : ℝ) : Fin 2 → ℂ :=
  ![((Real.cos (t / 2) : ℝ) : ℂ), exp (p * I) * ((Real.sin (t / 2) : ℝ) : ℂ)]
```

The inner product is $\langle u,v\rangle=\bar u_0v_0+\bar u_1v_1$, conjugate-linear in the first argument.

```lean
/-- The inner product ⟨u, v⟩ of two spinors, conjugate-linear in the first. -/
def braket (u v : Fin 2 → ℂ) : ℂ := conj (u 0) * v 0 + conj (u 1) * v 1
```

## Berry phase and solid angle as separate integrals

For a continuously differentiable path of normalised states that closes, $u(2\pi)=u(0)$, the Berry phase is

$$\gamma=\int_0^{2\pi} i\,\langle u,\tfrac{du}{dp}\rangle\,dp .$$

The definition takes any path $u$ and uses its actual derivative, `deriv u p`; for a path that does not close, it is only the value of the integral. Its value is a complex number, so a theorem that equates it with a real number also shows that it is real.

```lean
/-- The integral of i⟨u, du/dp⟩ over p from 0 to 2π. It is the Berry phase of `u` if `u` is a
continuously differentiable path of normalised states with u(2π) = u(0). -/
def berryPhase (u : ℝ → Fin 2 → ℂ) : ℂ :=
  ∫ p in (0 : ℝ)..(2 * Real.pi), I * braket (u p) (deriv u p)
```

The solid angle is defined without reference to spin, by integrating the area element over the cap:

$$\Omega=\int_0^{2\pi}\!\!\int_0^t \sin s\,ds\,dp .$$

This is an area for $0\le t\le\pi$. The theorems allow every real $t$, and outside that range $\Omega$ is only the value of the integral.

```lean
/-- The solid angle of the cap from the pole to the polar angle `t`, for `t` between 0 and π: the
integral of the area element sin s ds dp. -/
def solidAngle (t : ℝ) : ℝ :=
  ∫ _p in (0 : ℝ)..(2 * Real.pi), ∫ s in (0 : ℝ)..t, Real.sin s
```

## The state is a normalised eigenvector

For real $x$, $\overline{e^{ix}}\,e^{ix}=e^{-ix}e^{ix}=1$.

```lean
/-- A phase factor exp(ix) with real x has modulus one. -/
theorem phase_unit (x : ℝ) : conj (exp (x * I)) * exp (x * I) = 1 := by
  rw [← Complex.exp_conj, ← Complex.exp_add]
  simp
```

From here on, $s$ is no longer the integration variable of the solid angle: write $c=\cos\tfrac t2$ and $s=\sin\tfrac t2$, so that $\cos t=2c^2-1$ and $\sin t=2sc$. The two components of $(n\cdot\sigma)u$ are

$$(2c^2-1)c+2s^2c=2c(c^2+s^2)-c=c,$$
$$e^{ip}\left[2sc^2-(2c^2-1)s\right]=e^{ip}s .$$

The proof substitutes the same half-angle formulas and expands $e^{ip}$ as $\cos p+i\sin p$. The first component then also needs $\sin^2p+\cos^2p=1$ and $i^2=-1$, which `linear_combination` supplies with explicit coefficients; the second is a polynomial identity.

```lean
/-- The state `spinUp t p` is an eigenvector of n·σ with eigenvalue 1. -/
theorem spinAlong_mulVec_spinUp (t p : ℝ) :
    (spinAlong t p).mulVec (spinUp t p) = spinUp t p := by
  -- half-angle formulas
  have hc : Real.cos t = 2 * Real.cos (t / 2) ^ 2 - 1 := by
    rw [← Real.cos_two_mul]; congr 1; ring
  have hs : Real.sin t = 2 * Real.sin (t / 2) * Real.cos (t / 2) := by
    rw [← Real.sin_two_mul]; congr 1; ring
  have he : exp (p * I) = ((Real.cos p : ℝ) : ℂ) + ((Real.sin p : ℝ) : ℂ) * I := by
    rw [Complex.exp_mul_I, Complex.ofReal_cos, Complex.ofReal_sin]
  have h1 : ((Real.sin (t / 2) : ℝ) : ℂ) ^ 2 + ((Real.cos (t / 2) : ℝ) : ℂ) ^ 2 = 1 := by
    exact_mod_cast Real.sin_sq_add_cos_sq (t / 2)
  have hp : ((Real.sin p : ℝ) : ℂ) ^ 2 + ((Real.cos p : ℝ) : ℂ) ^ 2 = 1 := by
    exact_mod_cast Real.sin_sq_add_cos_sq p
  unfold spinAlong spinUp
  rw [hc, hs, he]
  ext i
  fin_cases i
  · simp [sigmaX, sigmaY, sigmaZ, Matrix.mulVec, dotProduct, Fin.sum_univ_two,
      -Complex.ofReal_cos, -Complex.ofReal_sin]
    linear_combination 2 * ((Real.cos (t / 2) : ℝ) : ℂ) * h1
      + 2 * ((Real.sin (t / 2) : ℝ) : ℂ) ^ 2 * ((Real.cos (t / 2) : ℝ) : ℂ) * hp
      - 2 * ((Real.sin (t / 2) : ℝ) : ℂ) ^ 2 * ((Real.cos (t / 2) : ℝ) : ℂ)
        * ((Real.sin p : ℝ) : ℂ) ^ 2 * Complex.I_sq
  · simp [sigmaX, sigmaY, sigmaZ, Matrix.mulVec, dotProduct, Fin.sum_univ_two,
      -Complex.ofReal_cos, -Complex.ofReal_sin]
    ring
```

The norm is $\langle u,u\rangle=c^2+\overline{e^{ip}}e^{ip}s^2=c^2+s^2=1$.

```lean
/-- The state `spinUp t p` is normalised. -/
theorem braket_spinUp_self (t p : ℝ) : braket (spinUp t p) (spinUp t p) = 1 := by
  have h1 : ((Real.sin (t / 2) : ℝ) : ℂ) ^ 2 + ((Real.cos (t / 2) : ℝ) : ℂ) ^ 2 = 1 := by
    exact_mod_cast Real.sin_sq_add_cos_sq (t / 2)
  change conj ((Real.cos (t / 2) : ℝ) : ℂ) * ((Real.cos (t / 2) : ℝ) : ℂ)
    + conj (exp (p * I) * ((Real.sin (t / 2) : ℝ) : ℂ))
      * (exp (p * I) * ((Real.sin (t / 2) : ℝ) : ℂ)) = 1
  simp only [map_mul, Complex.conj_ofReal]
  linear_combination h1 + ((Real.sin (t / 2) : ℝ) : ℂ) ^ 2 * phase_unit p
```

## A constant connection along the circle

By the chain rule, a phase factor with real $\chi(p)$ has the derivative $\frac{d}{dp}e^{i\chi}=i\chi'e^{i\chi}$. In the Lean statement `c` is the value of $\chi'$ at $p$, not the cosine above.

```lean
/-- The derivative of a phase factor exp(iχ) along a path is iχ' exp(iχ). -/
theorem hasDerivAt_phase {χ : ℝ → ℝ} {c p : ℝ} (h : HasDerivAt χ c p) :
    HasDerivAt (fun x : ℝ => exp (χ x * I)) (exp (χ p * I) * (c * I)) p :=
  (h.ofReal_comp.mul_const I).cexp
```

With $\chi(p)=p$ this gives $\frac{du}{dp}=(0,\ i e^{ip}s)$. The proof differentiates each component separately.

```lean
/-- The derivative of the state with respect to the azimuth is
(0, i exp(ip) sin(t/2)). -/
theorem hasDerivAt_spinUp (t p : ℝ) :
    HasDerivAt (spinUp t) ![0, I * exp (p * I) * ((Real.sin (t / 2) : ℝ) : ℂ)] p := by
  have h1 : HasDerivAt (fun x : ℝ => exp (x * I) * ((Real.sin (t / 2) : ℝ) : ℂ))
      (I * exp (p * I) * ((Real.sin (t / 2) : ℝ) : ℂ)) p :=
    ((hasDerivAt_phase (hasDerivAt_id' p)).mul_const _).congr_deriv
      (by rw [Complex.ofReal_one]; ring)
  exact hasDerivAt_pi.2 (Fin.forall_fin_two.2
    ⟨hasDerivAt_const p ((Real.cos (t / 2) : ℝ) : ℂ), h1⟩)
```

The integrand of the Berry phase, called the Berry connection, is therefore

$$i\,\langle u,\tfrac{du}{dp}\rangle=i\,(e^{-ip}s)(i e^{ip}s)=-\sin^2\tfrac t2 .$$

```lean
/-- The Berry connection i⟨u, du/dp⟩ of the state `spinUp t p` is -sin²(t/2). -/
theorem berryConnection_spinUp (t p : ℝ) :
    I * braket (spinUp t p) (deriv (spinUp t) p) = -((Real.sin (t / 2) : ℝ) : ℂ) ^ 2 := by
  rw [(hasDerivAt_spinUp t p).deriv]
  change I * (conj ((Real.cos (t / 2) : ℝ) : ℂ) * 0
    + conj (exp (p * I) * ((Real.sin (t / 2) : ℝ) : ℂ))
      * (I * exp (p * I) * ((Real.sin (t / 2) : ℝ) : ℂ))) = _
  simp only [map_mul, Complex.conj_ofReal]
  linear_combination ((Real.sin (t / 2) : ℝ) : ℂ) ^ 2 * I ^ 2 * phase_unit p
    + ((Real.sin (t / 2) : ℝ) : ℂ) ^ 2 * Complex.I_sq
```

It does not depend on $p$, so integration multiplies it by $2\pi$. With $\cos t=1-2\sin^2\tfrac t2$,

$$\gamma=-2\pi\sin^2\tfrac t2=-\pi(1-\cos t).$$

The inner integral of the solid angle is $1-\cos t$, hence $\Omega=2\pi(1-\cos t)$ and $\gamma=-\Omega/2$. In the proof, `hB` is the first result and `hS` the second; the theorem states both forms of the phase.

```lean
/-- The Berry phase of `spinUp t` around the circle of latitude is -π(1 - cos t),
which is minus half of `solidAngle t`. -/
theorem berryPhase_spinUp (t : ℝ) :
    berryPhase (spinUp t) = ((-Real.pi * (1 - Real.cos t) : ℝ) : ℂ) ∧
      berryPhase (spinUp t) = ((-(solidAngle t / 2) : ℝ) : ℂ) := by
  have h : Real.cos t = 1 - 2 * Real.sin (t / 2) ^ 2 := by
    have a := Real.cos_two_mul (t / 2)
    rw [show 2 * (t / 2) = t by ring] at a
    linarith [Real.sin_sq_add_cos_sq (t / 2)]
  have hB : berryPhase (spinUp t) = ((-Real.pi * (1 - Real.cos t) : ℝ) : ℂ) := by
    unfold berryPhase
    simp only [berryConnection_spinUp]
    rw [h, intervalIntegral.integral_const, Complex.real_smul]
    push_cast
    ring
  -- the area of the polar cap
  have hS : solidAngle t = 2 * Real.pi * (1 - Real.cos t) := by
    unfold solidAngle
    rw [intervalIntegral.integral_const, integral_sin, Real.cos_zero, smul_eq_mul, sub_zero]
  refine ⟨hB, ?_⟩
  rw [hB, hS]
  congr 1
  ring
```

## Changing the phase of the eigenvector

A normalised eigenvector of $n\cdot\sigma$ for the eigenvalue 1 is fixed only up to a phase, which may vary along the loop. Let $u$ be any normalised, continuously differentiable path and let $v=e^{i\chi}u$, with $\chi$ real and continuously differentiable. Then $v'=e^{i\chi}(u'+i\chi'u)$, and

$$i\langle v,v'\rangle=i\langle u,u'\rangle-\chi'\langle u,u\rangle=i\langle u,u'\rangle-\chi' .$$

The integral `berryPhase` is therefore lowered by $\chi(2\pi)-\chi(0)$, whether or not the paths close. The step `key` is the displayed identity. The continuity hypotheses make both terms integrable, and the fundamental theorem of calculus evaluates the integral of $\chi'$.

```lean
/-- For a normalised, continuously differentiable path of states, multiplication by exp(iχ) with χ
real and continuously differentiable lowers the integral `berryPhase` by χ(2π) - χ(0). -/
theorem berryPhase_gauge {u u' : ℝ → Fin 2 → ℂ} {χ χ' : ℝ → ℝ}
    (hu : ∀ p, HasDerivAt u (u' p) p) (hu' : Continuous u')
    (hn : ∀ p, braket (u p) (u p) = 1)
    (hχ : ∀ p, HasDerivAt χ (χ' p) p) (hχ' : Continuous χ') :
    berryPhase (fun p => exp (χ p * I) • u p)
      = berryPhase u - ((χ (2 * Real.pi) : ℂ) - (χ 0 : ℂ)) := by
  -- the connection changes by -χ'
  have key : ∀ p, I * braket (exp (χ p * I) • u p)
      (deriv (fun p => exp (χ p * I) • u p) p)
      = I * braket (u p) (u' p) - (χ' p : ℂ) := by
    intro p
    have hd : HasDerivAt (fun p => exp (χ p * I) • u p)
        (exp (χ p * I) • u' p + (exp (χ p * I) * (χ' p * I)) • u p) p :=
      (hasDerivAt_phase (hχ p)).smul (hu p)
    have hN := hn p
    rw [hd.deriv]
    simp only [braket, Pi.add_apply, Pi.smul_apply, smul_eq_mul, map_mul] at hN ⊢
    linear_combination (I * (conj (u p 0) * u' p 0 + conj (u p 1) * u' p 1)
        + χ' p * I ^ 2 * (conj (u p 0) * u p 0 + conj (u p 1) * u p 1)) * phase_unit (χ p)
      + χ' p * I ^ 2 * hN + χ' p * Complex.I_sq
  have huc : Continuous u := continuous_iff_continuousAt.2 fun p => (hu p).continuousAt
  have c0 : ∀ i, Continuous fun p => u p i := fun i => (continuous_apply i).comp huc
  have c1 : ∀ i, Continuous fun p => u' p i := fun i => (continuous_apply i).comp hu'
  have hA : Continuous fun p => I * braket (u p) (u' p) :=
    continuous_const.mul (((Complex.continuous_conj.comp (c0 0)).mul (c1 0)).add
      ((Complex.continuous_conj.comp (c0 1)).mul (c1 1)))
  have hX : Continuous fun p => (χ' p : ℂ) := Complex.continuous_ofReal.comp hχ'
  unfold berryPhase
  simp only [key, fun p => (hu p).deriv]
  rw [intervalIntegral.integral_sub (hA.intervalIntegrable _ _) (hX.intervalIntegrable _ _),
    intervalIntegral.integral_eq_sub_of_hasDerivAt
      (fun p _ => (hχ p).ofReal_comp) (hX.intervalIntegrable _ _)]
```

If $e^{i\chi}$ takes the same value at both ends of the loop, then $\chi(2\pi)=\chi(0)+2\pi k$ with an integer $k$; this is the hypothesis `hk`. The phase of $e^{i\chi}u$, with $u$ again the state `spinUp t`, is then $-\Omega/2-2\pi k$, and

$$e^{i(-\Omega/2-2\pi k)}=e^{-i\Omega/2}.$$

The proof compares the two exponents and finds that they differ by $-k$ times $2\pi i$.

```lean
/-- If χ is real and continuously differentiable and χ(2π) - χ(0) is an integer multiple
of 2π, the state exp(iχ) `spinUp t` has the Berry phase factor exp(-iΩ/2), with Ω the
value of `solidAngle t`. -/
theorem exp_berryPhase_gauge_invariant (t : ℝ) {χ χ' : ℝ → ℝ} (k : ℤ)
    (hχ : ∀ p, HasDerivAt χ (χ' p) p) (hχ' : Continuous χ')
    (hk : χ (2 * Real.pi) = χ 0 + 2 * Real.pi * k) :
    exp (I * berryPhase (fun p => exp (χ p * I) • spinUp t p))
      = exp (-(I * (solidAngle t : ℂ) / 2)) := by
  have hc : Continuous fun p : ℝ =>
      (![0, I * exp (p * I) * ((Real.sin (t / 2) : ℝ) : ℂ)] : Fin 2 → ℂ) := by
    refine continuous_pi (Fin.forall_fin_two.2 ⟨continuous_const, ?_⟩)
    change Continuous fun p : ℝ => I * exp (p * I) * ((Real.sin (t / 2) : ℝ) : ℂ)
    fun_prop
  -- the two exponents differ by an integer multiple of 2πi
  rw [Complex.exp_eq_exp_iff_exists_int]
  refine ⟨-k, ?_⟩
  rw [berryPhase_gauge (hasDerivAt_spinUp t) hc (braket_spinUp_self t) hχ hχ',
    (berryPhase_spinUp t).2, hk]
  push_cast
  ring

end

end SpinHalfBerryPhase
```

```lean
#print axioms SpinHalfBerryPhase.spinAlong_mulVec_spinUp
#print axioms SpinHalfBerryPhase.berryPhase_spinUp
#print axioms SpinHalfBerryPhase.exp_berryPhase_gauge_invariant
```

```
'SpinHalfBerryPhase.spinAlong_mulVec_spinUp' depends on axioms: [propext, Classical.choice, Quot.sound]
'SpinHalfBerryPhase.berryPhase_spinUp' depends on axioms: [propext, Classical.choice, Quot.sound]
'SpinHalfBerryPhase.exp_berryPhase_gauge_invariant' depends on axioms: [propext, Classical.choice, Quot.sound]
```

## A polar angle of sixty degrees, and the equator

Take $t=\pi/3$. The connection is $-\sin^2(\pi/6)=-\tfrac14$, so $\gamma=-\pi/2$. The solid angle is $2\pi(1-\tfrac12)=\pi$, and minus half of it is again $-\pi/2$. The phase factor is $e^{-i\pi/2}=-i$.

Now choose $\chi(p)=-p$, which moves the azimuthal phase to the other component: $v=(e^{-ip}\cos\tfrac t2,\ \sin\tfrac t2)$. Its connection is $\cos^2(\pi/6)=\tfrac34$ and its Berry phase is $3\pi/2$. The two phases differ by $2\pi$, and the factor is still $-i$.

On the equator, $t=\pi/2$, the factor is $-1$. The same factor appears at a conical intersection. Its usual two-state model has the real Hamiltonian $x\sigma_z+y\sigma_x$, where $x$ and $y$ are two nuclear displacements in suitable units. On a circle around the point $x=y=0$, the vector $n$ runs once around a great circle through the poles, which a rotation of the axes turns into the equator. There the factor $-1$ is the sign change of the real electronic eigenvector when it is followed continuously around the circle.

The theorems concern a path of eigenvectors and contain no time evolution. That a spin in a slowly turned field stays in this eigenvector, and acquires $e^{i\gamma}$ in addition to its dynamical phase, is the content of the adiabatic theorem, which is taken here from physics.
